# A supercell of n square-lattice cells can keep the fourfold axis exactly when n is a sum of two squares

Without a rule for the admissible sizes, one may expect a single defect in a three-cell supercell of a square lattice to keep a fourfold axis, although the array of its periodic images never has one. For \(n\ge 1\) cells, a supercell lattice that a quarter turn maps into itself exists exactly when \(n=a^2+b^2\) with integers \(a,b\).

```lean
import Mathlib

namespace SquareLatticeSupercells

/-- The quarter turn `(x, y) ↦ (-y, x)` of the square lattice. -/
def quarterTurn : ℤ × ℤ →+ ℤ × ℤ where
  toFun v := (-v.2, v.1)
  map_zero' := by simp
  map_add' v w := by
    refine Prod.ext ?_ rfl
    change -(v.2 + w.2) = -v.2 + -w.2
    ring

/-- A lattice of translations keeps the fourfold axis if the quarter turn maps it into itself. -/
def KeepsFourfoldAxis (H : AddSubgroup (ℤ × ℤ)) : Prop :=
  ∀ v ∈ H, quarterTurn v ∈ H

/-- `H` is the translation lattice of a supercell of `n` primitive cells: it has finite index `n`
in the square lattice. -/
def IsSupercell (H : AddSubgroup (ℤ × ℤ)) (n : ℕ) : Prop :=
  H.FiniteIndex ∧ H.index = n

/-- The map `(x, y) ↦ x (a, b) + y (-b, a)`, which sends the unit vectors to `(a, b)` and to its
quarter turn. -/
def spiral (a b : ℤ) : ℤ × ℤ →+ ℤ × ℤ where
  toFun v := (a * v.1 - b * v.2, b * v.1 + a * v.2)
  map_zero' := by simp
  map_add' v w := by
    refine Prod.ext ?_ ?_
    · change a * (v.1 + w.1) - b * (v.2 + w.2) = (a * v.1 - b * v.2) + (a * w.1 - b * w.2)
      ring
    · change b * (v.1 + w.1) + a * (v.2 + w.2) = (b * v.1 + a * v.2) + (b * w.1 + a * w.2)
      ring

/-- The lattice spanned by `(a, b)` and its quarter turn `(-b, a)`. -/
def squareSupercell (a b : ℤ) : AddSubgroup (ℤ × ℤ) := (spiral a b).range

/-- The mirror reflection `(x, y) ↦ (x, -y)`. -/
def mirror : ℤ × ℤ →+ ℤ × ℤ where
  toFun v := (v.1, -v.2)
  map_zero' := by simp
  map_add' v w := by
    refine Prod.ext rfl ?_
    change -(v.2 + w.2) = -v.2 + -w.2
    ring

/-- The lattice spanned by `(a, b)` and its quarter turn keeps the fourfold axis. -/
theorem squareSupercell_keeps (a b : ℤ) : KeepsFourfoldAxis (squareSupercell a b) := by
  rintro _ ⟨⟨x, y⟩, rfl⟩
  refine ⟨(-y, x), Prod.ext ?_ ?_⟩
  · change a * -y - b * x = -(b * x + a * y)
    ring
  · change b * -y + a * x = a * x - b * y
    ring

/-- The lattice spanned by `(a, -b)` and its quarter turn has the same index as the lattice spanned
by `(a, b)` and its quarter turn. -/
theorem index_mirror (a b : ℤ) :
    (squareSupercell a (-b)).index = (squareSupercell a b).index := by
  have hinv : ∀ v, mirror (mirror v) = v := fun v => Prod.ext rfl (neg_neg v.2)
  have hker : mirror.ker = ⊥ :=
    (AddMonoidHom.ker_eq_bot_iff mirror).2 (Function.LeftInverse.injective hinv)
  have hrange : mirror.range = ⊤ :=
    AddMonoidHom.range_eq_top.2 (fun v => ⟨mirror v, hinv v⟩)
  have hmap : (squareSupercell a b).map mirror = squareSupercell a (-b) := by
    ext w
    constructor
    · rintro ⟨_, ⟨⟨x, y⟩, rfl⟩, rfl⟩
      refine ⟨(x, -y), Prod.ext ?_ ?_⟩
      · change a * x - -b * -y = a * x - b * y
        ring
      · change -b * x + a * -y = -(b * x + a * y)
        ring
    · rintro ⟨⟨x, y⟩, rfl⟩
      refine ⟨_, ⟨(x, -y), rfl⟩, Prod.ext ?_ ?_⟩
      · change a * x - b * -y = a * x - -b * y
        ring
      · change -(b * x + a * -y) = -b * x + a * y
        ring
  rw [← hmap, AddSubgroup.index_map, hker, hrange, sup_bot_eq, AddSubgroup.index_top, mul_one]

/-- If `n = a² + b²` is positive, the lattice spanned by `(a, b)` and its quarter turn belongs to
a supercell of `n` cells. -/
theorem squareSupercell_cells {a b : ℤ} {n : ℕ} (hpos : 0 < n) (hn : (n : ℤ) = a ^ 2 + b ^ 2) :
    IsSupercell (squareSupercell a b) n := by
  have hn0 : (n : ℤ) ≠ 0 := by exact_mod_cast hpos.ne'
  have hker : (spiral a b).ker = ⊥ := by
    rw [AddMonoidHom.ker_eq_bot_iff, injective_iff_map_eq_zero]
    rintro ⟨x, y⟩ h
    have h1 : a * x - b * y = 0 := congrArg Prod.fst h
    have h2 : b * x + a * y = 0 := congrArg Prod.snd h
    have hx : (n : ℤ) * x = 0 := by linear_combination x * hn + a * h1 + b * h2
    have hy : (n : ℤ) * y = 0 := by linear_combination y * hn - b * h1 + a * h2
    exact Prod.ext ((mul_eq_zero.1 hx).resolve_left hn0) ((mul_eq_zero.1 hy).resolve_left hn0)
  -- `spiral a b` carries the lattice of `(a, -b)` onto the vectors with both components divisible by `n`
  have hmap : (squareSupercell a (-b)).map (spiral a b) =
      (AddSubgroup.zmultiples (n : ℤ)).prod (AddSubgroup.zmultiples (n : ℤ)) := by
    ext ⟨u, v⟩
    simp only [AddSubgroup.mem_prod, Int.mem_zmultiples_iff]
    constructor
    · rintro ⟨_, ⟨⟨x, y⟩, rfl⟩, h⟩
      have h1 : a * (a * x - -b * y) - b * (-b * x + a * y) = u := congrArg Prod.fst h
      have h2 : b * (a * x - -b * y) + a * (-b * x + a * y) = v := congrArg Prod.snd h
      exact ⟨⟨x, by linear_combination -h1 - x * hn⟩, ⟨y, by linear_combination -h2 - y * hn⟩⟩
    · rintro ⟨⟨x, hx⟩, ⟨y, hy⟩⟩
      refine ⟨_, ⟨(x, y), rfl⟩, Prod.ext ?_ ?_⟩
      · change a * (a * x - -b * y) - b * (-b * x + a * y) = u
        linear_combination -hx - x * hn
      · change b * (a * x - -b * y) + a * (-b * x + a * y) = v
        linear_combination -hy - y * hn
  have hsq := congrArg AddSubgroup.index hmap
  rw [AddSubgroup.index_map, hker, sup_bot_eq, index_mirror, AddSubgroup.index_prod,
    Int.index_zmultiples, Int.natAbs_natCast] at hsq
  have hidx : (squareSupercell a b).index = n := Nat.mul_self_inj.1 hsq
  exact ⟨⟨by rw [hidx]; exact hpos.ne'⟩, hidx⟩

/-- Every lattice of translations that keeps the fourfold axis is spanned by one vector `(a, b)`
and its quarter turn. -/
theorem eq_squareSupercell {H : AddSubgroup (ℤ × ℤ)} (hH : KeepsFourfoldAxis H) :
    ∃ a b : ℤ, H = squareSupercell a b := by
  -- read as complex numbers `x + iy`, the translations form an ideal of the Gaussian integers
  let I : Ideal GaussianInt :=
    { carrier := {z | (z.re, z.im) ∈ H}
      zero_mem' := by
        change ((0 : GaussianInt).re, (0 : GaussianInt).im) ∈ H
        have h : ((0 : ℤ), (0 : ℤ)) ∈ H := H.zero_mem
        simpa using h
      add_mem' := by
        intro z w hz hw
        change ((z + w).re, (z + w).im) ∈ H
        have h : (z.re, z.im) + (w.re, w.im) ∈ H := H.add_mem hz hw
        simpa using h
      smul_mem' := by
        intro c z hz
        change ((c * z).re, (c * z).im) ∈ H
        have h : c.re • (z.re, z.im) + c.im • (-z.im, z.re) ∈ H :=
          H.add_mem (H.zsmul_mem hz c.re) (H.zsmul_mem (hH _ hz) c.im)
        convert h using 1
        ext <;> simp }
  -- the ideal has a single generator
  obtain ⟨g, hg⟩ : ∃ g : GaussianInt, ∀ z, z ∈ I ↔ ∃ s, z = s * g :=
    ⟨_, fun _ => Submodule.IsPrincipal.mem_iff_eq_smul_generator I⟩
  refine ⟨g.re, g.im, ?_⟩
  ext ⟨x, y⟩
  refine (hg ⟨x, y⟩).trans ⟨?_, ?_⟩
  · rintro ⟨s, hs⟩
    have h1 := congrArg Zsqrtd.re hs
    have h2 := congrArg Zsqrtd.im hs
    simp at h1 h2
    refine ⟨(s.re, s.im), Prod.ext ?_ ?_⟩
    · change g.re * s.re - g.im * s.im = x
      linarith
    · change g.im * s.re + g.re * s.im = y
      linarith
  · rintro ⟨⟨p, q⟩, h⟩
    have h1 : g.re * p - g.im * q = x := congrArg Prod.fst h
    have h2 : g.im * p + g.re * q = y := congrArg Prod.snd h
    refine ⟨⟨p, q⟩, ?_⟩
    apply Zsqrtd.ext <;> simp <;> linarith

/-- For `n ≥ 1`, the square lattice has a supercell of `n` cells whose translation lattice keeps
the fourfold axis if and only if `n` is a sum of two integer squares. -/
theorem fourfold_supercell_iff {n : ℕ} (hpos : 0 < n) :
    (∃ H, IsSupercell H n ∧ KeepsFourfoldAxis H) ↔ ∃ a b : ℤ, (n : ℤ) = a ^ 2 + b ^ 2 := by
  constructor
  · rintro ⟨H, ⟨hfin, hidx⟩, hH⟩
    obtain ⟨a, b, rfl⟩ := eq_squareSupercell hH
    refine ⟨a, b, ?_⟩
    have hcast : ((a ^ 2 + b ^ 2).natAbs : ℤ) = a ^ 2 + b ^ 2 :=
      Int.natAbs_of_nonneg (by positivity)
    rcases Nat.eq_zero_or_pos (a ^ 2 + b ^ 2).natAbs with h0 | h0
    · -- a vanishing generator spans no supercell of finite size
      exfalso
      have hs : a ^ 2 + b ^ 2 = 0 := Int.natAbs_eq_zero.1 h0
      have ha : a = 0 := by nlinarith [sq_nonneg a, sq_nonneg b]
      have hb : b = 0 := by nlinarith [sq_nonneg a, sq_nonneg b]
      have hbot : squareSupercell a b = ⊥ := by
        rw [eq_bot_iff]
        rintro _ ⟨v, rfl⟩
        simp [spiral, ha, hb]
      rw [hbot, AddSubgroup.index_bot, Nat.card_eq_zero_of_infinite] at hidx
      omega
    · rw [← hidx, (squareSupercell_cells h0 hcast).2, hcast]
  · rintro ⟨a, b, h⟩
    exact ⟨_, squareSupercell_cells hpos h, squareSupercell_keeps a b⟩

/-- A supercell whose number of cells leaves remainder 3, 6 or 7 on division by 8 loses the
fourfold axis. -/
theorem loses_axis_of_mod_eight {H : AddSubgroup (ℤ × ℤ)} {n : ℕ} (h : IsSupercell H n)
    (hn : n % 8 = 3 ∨ n % 8 = 6 ∨ n % 8 = 7) : ¬ KeepsFourfoldAxis H := by
  intro hH
  obtain ⟨a, b, hab⟩ := (fourfold_supercell_iff (by omega)).1 ⟨H, h, hH⟩
  -- squares are 0, 1 or 4 modulo 8
  have sq_mod : ∀ c : ℤ, c ^ 2 % 8 = 0 ∨ c ^ 2 % 8 = 1 ∨ c ^ 2 % 8 = 4 := by
    intro c
    have hc : c % 8 = 0 ∨ c % 8 = 1 ∨ c % 8 = 2 ∨ c % 8 = 3 ∨ c % 8 = 4 ∨ c % 8 = 5 ∨
        c % 8 = 6 ∨ c % 8 = 7 := by omega
    rcases hc with hc | hc | hc | hc | hc | hc | hc | hc <;> simp [pow_two, Int.mul_emod, hc]
  have ha := sq_mod a
  have hb := sq_mod b
  generalize a ^ 2 = s at *
  generalize b ^ 2 = t at *
  omega

/-- For a prime number `p` of cells, some supercell keeps the fourfold axis if and only if `p`
does not leave remainder 3 on division by 4. -/
theorem prime_supercell_iff {p : ℕ} (hp : p.Prime) :
    (∃ H, IsSupercell H p ∧ KeepsFourfoldAxis H) ↔ p % 4 ≠ 3 := by
  constructor
  · rintro ⟨H, h, hH⟩ h3
    exact loses_axis_of_mod_eight h (by omega) hH
  · intro h4
    have := Fact.mk hp
    obtain ⟨a, b, h⟩ := Nat.Prime.sq_add_sq h4
    exact (fourfold_supercell_iff hp.pos).2 ⟨a, b, by exact_mod_cast h.symm⟩

/-- Every supercell of three, six or seven cells loses the fourfold axis, whereas the five-cell
supercell spanned by `(2, 1)` and `(-1, 2)` keeps it. -/
theorem three_six_seven_versus_five :
    (∀ H n, IsSupercell H n → n = 3 ∨ n = 6 ∨ n = 7 → ¬ KeepsFourfoldAxis H) ∧
      IsSupercell (squareSupercell 2 1) 5 ∧ KeepsFourfoldAxis (squareSupercell 2 1) :=
  ⟨fun _ _ h hn => loses_axis_of_mod_eight h (by omega),
    squareSupercell_cells (by norm_num) (by norm_num), squareSupercell_keeps 2 1⟩

end SquareLatticeSupercells
```

```lean
#print axioms SquareLatticeSupercells.fourfold_supercell_iff
#print axioms SquareLatticeSupercells.prime_supercell_iff
#print axioms SquareLatticeSupercells.three_six_seven_versus_five
```

```
'SquareLatticeSupercells.fourfold_supercell_iff' depends on axioms: [propext, Classical.choice, Quot.sound]
'SquareLatticeSupercells.prime_supercell_iff' depends on axioms: [propext, Classical.choice, Quot.sound]
'SquareLatticeSupercells.three_six_seven_versus_five' depends on axioms: [propext, Classical.choice, Quot.sound]
```

## Supercells as subgroups of the square lattice

The translations of a square lattice, in units of the lattice constant, are the integer pairs \((x,y)\), in Lean `ℤ × ℤ`. Those that a supercell keeps (all of them if it is a single primitive cell) form a subgroup \(H\), which is a lattice here and not a Hamiltonian. The number of primitive cells in the supercell is the index of \(H\), the number of classes into which \(H\) divides the full lattice. `IsSupercell H n` says that this index is finite and equals \(n\). Finiteness is stated separately because Mathlib gives an infinite index the value 0.

`KeepsFourfoldAxis H` says that the quarter turn \((x,y)\mapsto(-y,x)\) takes every vector of \(H\) to a vector of \(H\). Since four quarter turns make the identity, "into" already means "onto". The position of the axis doesn't enter, because a rotation about any point acts on translation vectors in the same way.

`squareSupercell a b` is the lattice spanned by \((a,b)\) and its quarter turn \((-b,a)\). Despite the name, for \(a=b=0\) it contains only the zero vector and is no supercell.

The main theorem, `fourfold_supercell_iff`, is the equivalence stated at the top. Its hypothesis `0 < n` excludes \(n=0\), which is a sum of two squares but not the size of a supercell. Three consequences follow:

- `loses_axis_of_mod_eight`: every supercell whose size leaves remainder 3, 6 or 7 on division by 8 loses the axis.
- `prime_supercell_iff`: for a prime number \(p\) of cells, some supercell keeps the axis exactly when \(p\) does not leave remainder 3 on division by 4.
- `three_six_seven_versus_five`: all supercells of three, six or seven cells lose the axis, and the five-cell one spanned by \((2,1)\) and \((-1,2)\) keeps it.

## From the lattice to the crystal

The theorems concern translations in two dimensions. The step to a real layer is the content of the cell: atoms, displacements or magnetic moments must themselves respect the rotation, and a compatible lattice only permits this. In the other direction, a structure whose full set of translations is \(H\) can have no fourfold axis if \(H\) has none. An undistorted crystal merely described in a three-cell supercell still has its primitive translations, and its own axis survives; the periodic boundary conditions are what lack it.

For simulations of defects or superstructures on an ideal square lattice, the result tells which cell sizes allow fourfold symmetry before any energy is computed. The shape of the cell must fit too: of the two-cell supercells, the one spanned by \((1,1)\) and \((-1,1)\) keeps the axis, and the one spanned by \((2,0)\) and \((0,1)\) loses it.

## Three cells and five cells, worked out

A three-cell lattice contains all vectors with both components divisible by 3, so it is fixed by one linear condition modulo 3. There are four:
\[
x\equiv 0,\qquad y\equiv 0,\qquad x\equiv y,\qquad x\equiv -y \pmod 3 .
\]
The quarter turn exchanges the first two and exchanges the last two. None is mapped into itself.

For five cells take \((2,1)\) and \((-1,2)\). The cell area is \(2\cdot 2-(-1)\cdot 1=5\). The quarter turn sends \((2,1)\) to \((-1,2)\), and \((-1,2)\) to \((-2,-1)\), which is again in the lattice. This is the \(\sqrt5\times\sqrt5\) supercell.

## Square supercells have a² + b² cells

A vector of the lattice spanned by \((a,b)\) and \((-b,a)\) has the form
\[
S_{a,b}(x,y)=x(a,b)+y(-b,a)=(ax-by,\;bx+ay),
\]
where \(S_{a,b}\) is `spiral a b`. Its quarter turn is \(x(-b,a)-y(a,b)=S_{a,b}(-y,x)\), which lies in the same lattice. This is `squareSupercell_keeps`.

The cell area gives the number of cells at once as \(n=a^2+b^2\). The Lean proof counts cells without areas. Let \(n>0\) and let \(N\) be the index of the lattice of \((a,b)\). The reflection \((x,y)\mapsto(x,-y)\) is a bijection of the square lattice that carries this lattice to that of \((a,-b)\), which therefore also has index \(N\) (`index_mirror`).

The map \(S_{a,b}\) is injective. If \(ax-by=0\) and \(bx+ay=0\), then
\[
nx=a(ax-by)+b(bx+ay)=0,\qquad ny=-b(ax-by)+a(bx+ay)=0,
\]
so \(x=y=0\). Moreover,
\[
S_{a,b}S_{a,-b}(x,y)=(nx,ny).
\]
Thus \(S_{a,b}\) carries the lattice of \((a,-b)\) onto \(n\mathbb Z^2\), which has index \(n^2\). That index is also a product: \(N\) for the image of \(S_{a,b}\) in the full lattice, times \(N\) for \(n\mathbb Z^2\) inside that image, since an injective map preserves the relative index. Hence \(N^2=n^2\) and \(N=n\).

In `squareSupercell_cells`, `hker` is the injectivity, `hmap` the magnification by \(n\), and `hsq` the equation between the indices. The `linear_combination` calls contain the multipliers used above.

## Every fourfold lattice is a square one

Write \((x,y)\) as the complex number \(x+iy\). The quarter turn becomes multiplication by \(i\). If \(H\) keeps the axis and \(z\in H\), then for integers \(p,q\)
\[
(p+iq)z=pz+q(iz)\in H .
\]
So \(H\) is closed under multiplication by all Gaussian integers: it is an ideal.

If \(H\) contains a nonzero vector, choose \(g\in H\) nonzero of least length. For \(z\in H\), round \(z/g\) to a nearest Gaussian integer \(s\). Each component is off by at most \(1/2\), so
\[
|z-sg|^2\le \tfrac12|g|^2<|g|^2 .
\]
The remainder \(z-sg\) belongs to \(H\) and is shorter than \(g\), so it vanishes. Every \(z\in H\) is a multiple of \(g=a+ib\), and \(H\) is the lattice of \((a,b)\). If \(H\) contains only zero, take \(g=0\).

`eq_squareSupercell` builds the ideal `I` and takes the single generator from Mathlib, where the division argument is already available. The rest translates complex products back into pairs.

The equivalence follows. A supercell lattice that keeps the axis is that of some \((a,b)\), which is not zero because the index is finite, and so \(n=a^2+b^2\). Conversely, such \(a,b\) give the required lattice.

## Which sizes are excluded

Modulo 8, a square is 0, 1 or 4, so a sum of two squares is 0, 1, 2, 4 or 5. The remainders 3, 6 and 7 never occur. Lean checks the eight residues and leaves the sums to `omega`. The criterion doesn't catch every bad size: 12 leaves remainder 4, yet it is not a sum of two squares.

A prime with remainder 3 modulo 4 has remainder 3 or 7 modulo 8 and is excluded. For the other primes Lean uses Mathlib's two-squares theorem, `Nat.Prime.sq_add_sq`, but a lattice can also be written down directly. For \(p=2\), take \((1,1)\). For \(p\equiv1\pmod 4\), set \(r=\left(\tfrac{p-1}{2}\right)!\). Wilson's theorem, \((p-1)!\equiv-1\pmod p\), gives \(r^2\equiv-1\pmod p\) on pairing \(k\) with \(p-k\). The lattice \(y\equiv rx\pmod p\) has \(p\) cells, and it contains \((-y,x)\) along with \((x,y)\), because \(r(-y)\equiv-r^2x\equiv x\pmod p\).
